# For a bounded Hamiltonian, the Pulay term is at most of the order of the square root of the energy error

A gradient-based geometry optimisation uses the derivative of the energy with respect to a nuclear coordinate $t$. If the program evaluates only the expectation value of $dH/dt$, the Hellmann-Feynman term, it omits the contribution from the motion of the approximate state, for instance through atom-centred basis functions. Accepting that derivative takes an estimate of the omitted part, the Pulay term. Let $\psi$ be the normalised state, $R=\langle\psi,H\psi\rangle$ its energy and $\chi$ the derivative of the state. Then

$$|2\,\mathrm{Re}\langle\chi,(H-R)\psi\rangle|\le 2\|\chi\|\sqrt{M(R-E_0)},$$

where $E_0$ is a lower bound on the energy of every normalised state and $M$ bounds the norm of $H-E_0$. If $E_0$ is the ground-state energy and $M$ and $\|\chi\|$ stay fixed, an energy error of order $\varepsilon$ thus limits the omitted term to order $\sqrt\varepsilon$.

Suppose the state is a linear expansion $\psi=\sum_i c_i\phi_i$ in basis functions $\phi_i$, with coefficients $c_i$ that make the energy stationary. Then $(H-R)\psi$ is orthogonal to every $\phi_i$, so the change of the coefficients contributes nothing to the term. The basis-motion vector $\sum_i c_i\,\partial\phi_i$ can take the place of $\chi$, and the term equals

$$2\,\mathrm{Re}\sum_{ij}c_i^*c_j\big(\langle\partial\phi_i,H\phi_j\rangle-R\langle\partial\phi_i,\phi_j\rangle\big).$$

The second part is the energy-weighted overlap derivative. The force carries the opposite sign.

The space `V` is a complex inner product space of any dimension, and `V →L[ℂ] V` is the type of bounded linear operators on it. It must contain the basis functions at all geometries and their derivatives, so $E_0$ and $M$ refer to this larger space and not to the matrix of $H$ in the moving basis.

In Lean 4 with Mathlib:

```lean
import Mathlib

open scoped InnerProductSpace

namespace PulayEnergyError

noncomputable section

variable {V : Type*} [NormedAddCommGroup V] [InnerProductSpace ℂ V]
```

`energy` is the real part of $\langle\psi,H\psi\rangle$, without division by $\|\psi\|^2$.

```lean
/-- The expectation value `Re ⟨ψ, H ψ⟩`. -/
def energy (H : V →L[ℂ] V) (ψ : V) : ℝ := (inner ℂ ψ (H ψ)).re
```

`pulay` accepts any vector `χ`. The inner product is conjugate-linear in its first argument.

```lean
/-- The Pulay term `2 Re ⟨χ, (H - R) ψ⟩`, where `R` is the expectation value of `H` in `ψ` and `χ`
is any vector. -/
def pulay (H : V →L[ℂ] V) (ψ χ : V) : ℝ :=
  2 * (inner ℂ χ (H ψ - (energy H ψ : ℂ) • ψ)).re
```

## Symmetry of H

The condition `IsSymmetric` says $\langle Hx,y\rangle=\langle x,Hy\rangle$: expectation values are real, as for an observable. Put $A=H-E_0$, which is symmetric too because $E_0$ is real. By hand, symmetry gives

$$\langle\psi,A^2\psi\rangle=\langle A\psi,A\psi\rangle=\|A\psi\|^2 .$$

This is `h1` in `norm_sq_le_energy` below; the next lemma turns $\langle x,x\rangle$ into a squared norm.

Without symmetry the bound fails. Take $H=i$ times the identity, $E_0=0$ and $M=1$. The real part of the expectation value is zero, so the bound is zero, but $\chi=i\psi$ gives a Pulay term of 2.

```lean
lemma re_inner_self (x : V) : (inner ℂ x x).re = ‖x‖ ^ 2 :=
  inner_self_eq_norm_sq (𝕜 := ℂ) x
```

## E₀ as a lower bound on every energy

The hypothesis `hpos` states $E_0\|x\|^2\le\mathrm{Re}\langle x,Hx\rangle$ for all $x$, which is the variational principle with $E_0$ at or below the ground-state energy. If $E_0$ is that energy, $R-E_0$ is the energy error; a lower $E_0$ overestimates it.

By hand, positivity of $A$ is used at the trial vector $M\psi-A\psi$:

$$0\le M^2\langle\psi,A\psi\rangle-2M\|A\psi\|^2+\langle A\psi,A(A\psi)\rangle .$$

The proof evaluates `hpos` at the same vector, and `hexp` is this expansion.

If $E_0$ lies above the ground state, the estimate can fail. For $H=\mathrm{diag}(-1,0,1)$, $E_0=0$, $M=1$ and $\psi=(1,0,1)/\sqrt2$, the energy is $R=0$ and the bound is zero, while $\chi=H\psi$ gives a Pulay term of 2. An excited-state level therefore can't simply be inserted for $E_0$.

## M as a bound on the energy range

The hypothesis `hM` states $\|H-E_0\|\le M$: no energy in the model lies more than $M$ above $E_0$. A finite grid or a fixed plane-wave cutoff provides such a constant. The kinetic energy in the continuum does not, so the unbounded Schrödinger operator is not covered.

By hand, Cauchy-Schwarz and the norm bound control the last term of the expansion:

$$\langle A\psi,A(A\psi)\rangle\le\|A\psi\|\,\|A(A\psi)\|\le M\|A\psi\|^2 .$$

Hence $M\|A\psi\|^2\le M^2\langle\psi,A\psi\rangle$. For $M>0$, division gives

$$\|A\psi\|^2\le M\langle\psi,A\psi\rangle .$$

For $M=0$ the operator $A$ vanishes and both sides are zero. The proof makes the same case distinction; `h2` and `h3` are the two estimates, and `nlinarith` combines them with positivity.

Without a fixed $M$, a positive energy error alone does not bound the residual. In a two-level system with energies 0 and $\Lambda$, keep the energy error at $\varepsilon$ while $\Lambda$ grows. The squared residual $\|(H-R)\psi\|^2$ is $\varepsilon(\Lambda-\varepsilon)$, which grows without limit.

```lean
/-- For a positive operator `A` of norm at most `M`, the squared length of `A ψ` is at most
`M` times the expectation value of `A`. -/
theorem norm_sq_le_energy (A : V →L[ℂ] V) {M : ℝ}
    (hA : (A : V →ₗ[ℂ] V).IsSymmetric) (hpos : ∀ x, 0 ≤ energy A x)
    (hM : ‖A‖ ≤ M) (ψ : V) : ‖A ψ‖ ^ 2 ≤ M * energy A ψ := by
  have hle : ∀ x, ‖A x‖ ≤ M * ‖x‖ := fun x =>
    (A.le_opNorm x).trans (mul_le_mul_of_nonneg_right hM (norm_nonneg x))
  rcases ((norm_nonneg A).trans hM).eq_or_lt with h0 | hMpos
  · have h := hle ψ
    rw [← h0, zero_mul] at h
    have h' : ‖A ψ‖ = 0 := le_antisymm h (norm_nonneg _)
    rw [h', ← h0]
    norm_num
  · -- positivity at the trial vector `M ψ - A ψ`
    have h := hpos ((M : ℂ) • ψ - A ψ)
    have h1 : inner ℂ ψ (A (A ψ)) = inner ℂ (A ψ) (A ψ) := (hA ψ (A ψ)).symm
    have hexp : energy A ((M : ℂ) • ψ - A ψ)
        = M ^ 2 * energy A ψ - 2 * M * ‖A ψ‖ ^ 2 + energy A (A ψ) := by
      simp only [energy, map_sub, map_smul, inner_sub_left, inner_sub_right,
        inner_smul_left, inner_smul_right, Complex.conj_ofReal, Complex.sub_re,
        Complex.re_ofReal_mul, h1, re_inner_self]
      ring
    have h2 : energy A (A ψ) ≤ ‖A ψ‖ * ‖A (A ψ)‖ :=
      (Complex.re_le_norm _).trans (norm_inner_le_norm _ _)
    have h3 := mul_le_mul_of_nonneg_left (hle (A ψ)) (norm_nonneg (A ψ))
    refine le_of_mul_le_mul_left ?_ hMpos
    rw [hexp] at h
    nlinarith
```

## Normalisation of the state

The condition $\|\psi\|=1$ makes `energy H ψ` the physical energy $R$. By hand, it enters when the square is expanded for real $c$:

$$\|(H-c)\psi\|^2=\|H\psi\|^2-2cR+c^2 .$$

`norm_shift_sq` proves this with `norm_sub_sq`, using `hψ` for the last term.

Without normalisation, $R$ would have to be replaced by the quotient $\langle\psi,H\psi\rangle/\|\psi\|^2$. With the definitions as they stand, $H=1$, $E_0=1$, $M=0$ and $\|\psi\|=2$ give `energy` 4 and $H\psi-4\psi=-3\psi$. The Pulay term for $\chi=\psi$ is then $-24$, although the bound is zero.

```lean
/-- For a unit vector, `‖(H - c) ψ‖² = ‖H ψ‖² - 2 c R + c²` for every real energy `c`. -/
theorem norm_shift_sq (H : V →L[ℂ] V) {ψ : V} (hψ : ‖ψ‖ = 1) (c : ℝ) :
    ‖H ψ - (c : ℂ) • ψ‖ ^ 2 = ‖H ψ‖ ^ 2 - 2 * c * energy H ψ + c ^ 2 := by
  have h1 : (inner ℂ (H ψ) ((c : ℂ) • ψ)).re = c * energy H ψ := by
    have hs : (inner ℂ (H ψ) ψ).re = energy H ψ := inner_re_symm (𝕜 := ℂ) _ _
    rw [inner_smul_right, Complex.re_ofReal_mul, hs]
  have h2 : ‖(c : ℂ) • ψ‖ ^ 2 = c ^ 2 := by
    rw [norm_smul, hψ, mul_one, Complex.norm_real, Real.norm_eq_abs, sq_abs]
  have h3 : ‖H ψ - (c : ℂ) • ψ‖ ^ 2 = ‖H ψ‖ ^ 2
      - 2 * (inner ℂ (H ψ) ((c : ℂ) • ψ)).re + ‖(c : ℂ) • ψ‖ ^ 2 :=
    norm_sub_sq (𝕜 := ℂ) _ _
  rw [h3, h1, h2]
  ring
```

Using the expansion at $c=R$ and at $c=E_0$ and subtracting gives

$$\|(H-R)\psi\|^2=\|(H-E_0)\psi\|^2-(R-E_0)^2 .$$

Since $\langle\psi,A\psi\rangle=R-E_0$, the inequality for $A$ yields

$$\|(H-R)\psi\|^2\le(R-E_0)\big(M-(R-E_0)\big).$$

In `residual_sq_le`, `hsym` and `hen` transfer symmetry and the expectation value to the shifted operator. The two rewrites with `norm_shift_sq` are the two choices of $c$.

```lean
/-- The squared residual `‖(H - R) ψ‖²` is at most `(R - E0) (M - (R - E0))`. -/
theorem residual_sq_le (H : V →L[ℂ] V) {E0 M : ℝ}
    (hH : (H : V →ₗ[ℂ] V).IsSymmetric) (hpos : ∀ x, E0 * ‖x‖ ^ 2 ≤ energy H x)
    (hM : ‖H - (E0 : ℂ) • (1 : V →L[ℂ] V)‖ ≤ M) {ψ : V} (hψ : ‖ψ‖ = 1) :
    ‖H ψ - (energy H ψ : ℂ) • ψ‖ ^ 2
      ≤ (energy H ψ - E0) * (M - (energy H ψ - E0)) := by
  have hsym : ((H - (E0 : ℂ) • (1 : V →L[ℂ] V) : V →L[ℂ] V) : V →ₗ[ℂ] V).IsSymmetric := by
    intro x y
    change inner ℂ (H x - (E0 : ℂ) • x) y = inner ℂ x (H y - (E0 : ℂ) • y)
    have h : inner ℂ (H x) y = inner ℂ x (H y) := hH x y
    rw [inner_sub_left, inner_sub_right, inner_smul_left, inner_smul_right,
      Complex.conj_ofReal, h]
  have hen : ∀ x, energy (H - (E0 : ℂ) • (1 : V →L[ℂ] V)) x
      = energy H x - E0 * ‖x‖ ^ 2 := by
    intro x
    change (inner ℂ x (H x - (E0 : ℂ) • x)).re = _
    rw [inner_sub_right, inner_smul_right, Complex.sub_re, Complex.re_ofReal_mul,
      re_inner_self]
    rfl
  have h := norm_sq_le_energy _ hsym (fun x => by rw [hen]; linarith [hpos x]) hM ψ
  rw [hen, hψ] at h
  change ‖H ψ - (E0 : ℂ) • ψ‖ ^ 2 ≤ _ at h
  rw [norm_shift_sq H hψ] at h
  rw [norm_shift_sq H hψ]
  nlinarith
```

Cauchy-Schwarz now gives $|2\,\mathrm{Re}\langle\chi,(H-R)\psi\rangle|\le2\|\chi\|\,\|(H-R)\psi\|$, and inserting the square root of the residual bound produces the sharper estimate.

```lean
/-- The Pulay term is at most `2 ‖χ‖ √((R - E0) (M - (R - E0)))` in modulus. -/
theorem abs_pulay_le_sharp (H : V →L[ℂ] V) {E0 M : ℝ}
    (hH : (H : V →ₗ[ℂ] V).IsSymmetric) (hpos : ∀ x, E0 * ‖x‖ ^ 2 ≤ energy H x)
    (hM : ‖H - (E0 : ℂ) • (1 : V →L[ℂ] V)‖ ≤ M) {ψ : V} (hψ : ‖ψ‖ = 1) (χ : V) :
    |pulay H ψ χ|
      ≤ 2 * ‖χ‖ * √((energy H ψ - E0) * (M - (energy H ψ - E0))) := by
  have h1 := Real.le_sqrt_of_sq_le (residual_sq_le H hH hpos hM hψ)
  have h2 := (Complex.abs_re_le_norm _).trans
    (norm_inner_le_norm (𝕜 := ℂ) χ (H ψ - (energy H ψ : ℂ) • ψ))
  have h3 := mul_le_mul_of_nonneg_left h1 (norm_nonneg χ)
  rw [pulay, abs_mul, abs_two]
  linarith
```

Dropping $-(R-E_0)^2$ under the root leaves $M(R-E_0)$, the bound stated at the start. If $R=E_0$, the Pulay term vanishes for every $\chi$.

```lean
/-- Main bound: the Pulay term is at most `2 ‖χ‖ √(M (R - E0))` in modulus, where `R` is the energy
of the unit vector `ψ` and `E0` is a lower bound on the energy. -/
theorem abs_pulay_le (H : V →L[ℂ] V) {E0 M : ℝ}
    (hH : (H : V →ₗ[ℂ] V).IsSymmetric) (hpos : ∀ x, E0 * ‖x‖ ^ 2 ≤ energy H x)
    (hM : ‖H - (E0 : ℂ) • (1 : V →L[ℂ] V)‖ ≤ M) {ψ : V} (hψ : ‖ψ‖ = 1) (χ : V) :
    |pulay H ψ χ| ≤ 2 * ‖χ‖ * √(M * (energy H ψ - E0)) := by
  refine (abs_pulay_le_sharp H hH hpos hM hψ χ).trans ?_
  refine mul_le_mul_of_nonneg_left (Real.sqrt_le_sqrt ?_) (by positivity)
  nlinarith [sq_nonneg (energy H ψ - E0)]
```

## Two levels at the ends of the range

Let $u$ and $v$ be orthonormal eigenvectors at $E_0$ and $E_0+M$, and let $\psi=cu+sv$ and $\chi=-su+cv$, with $c,s\ge0$ and $c^2+s^2=1$. Then $R-E_0=Ms^2$, and the Pulay term is $2Mcs$. Because $M-(R-E_0)=Mc^2$, this equals the sharper bound with $\|\chi\|=1$.

For numbers, take $E_0=-1$, $M=1$, $s=0.1$ and $c=\sqrt{0.99}\approx0.995$. The energy is $R=-0.99$, an error of 0.01. The residual has components $-0.01c$ and $0.99s$, so its overlap with $\chi=(-s,c)$ is $cs\approx0.0995$. The Pulay term is about 0.199; the simpler bound gives 0.2. An energy error of one per cent of $M$ comes with a derivative error of about twenty per cent of $M\|\chi\|$.

In the proof, `key` computes inner products of real combinations of $u$ and $v$; `hR` and `hP` are the energy and the Pulay term.

```lean
/-- For a real superposition `c u + s v` of orthonormal eigenvectors at `E0` and `E0 + M`, the
vector `-s u + c v` has norm one and Pulay term `2 √((R - E0) (M - (R - E0)))`, where `R` is the
energy of the superposition. -/
theorem pulay_two_level (H : V →L[ℂ] V) {E0 M c s : ℝ} {u v : V}
    (hu : ‖u‖ = 1) (hv : ‖v‖ = 1) (huv : inner ℂ u v = 0)
    (hHu : H u = (E0 : ℂ) • u) (hHv : H v = ((E0 + M : ℝ) : ℂ) • v)
    (hM : 0 ≤ M) (hc : 0 ≤ c) (hs : 0 ≤ s) (hcs : c ^ 2 + s ^ 2 = 1) :
    let ψ := (c : ℂ) • u + (s : ℂ) • v
    let χ := ((-s : ℝ) : ℂ) • u + (c : ℂ) • v
    ‖χ‖ = 1 ∧ pulay H ψ χ
      = 2 * √((energy H ψ - E0) * (M - (energy H ψ - E0))) := by
  intro ψ χ
  have huu : inner ℂ u u = 1 := by rw [inner_self_eq_norm_sq_to_K, hu]; simp
  have hvv : inner ℂ v v = 1 := by rw [inner_self_eq_norm_sq_to_K, hv]; simp
  have hvu : inner ℂ v u = 0 := by rw [← inner_conj_symm, huv, map_zero]
  have key : ∀ a b p q : ℝ, (inner ℂ ((a : ℂ) • u + (b : ℂ) • v)
      ((p : ℂ) • u + (q : ℂ) • v)).re = a * p + b * q := by
    intro a b p q
    simp only [inner_add_left, inner_add_right, inner_smul_left, inner_smul_right,
      Complex.conj_ofReal, huu, hvv, huv, hvu, Complex.add_re, Complex.re_ofReal_mul,
      Complex.ofReal_re, Complex.zero_re, mul_one, mul_zero]
    ring
  have hHψ : H ψ = ((c * E0 : ℝ) : ℂ) • u + ((s * (E0 + M) : ℝ) : ℂ) • v := by
    simp only [ψ, map_add, map_smul, hHu, hHv, smul_smul, Complex.ofReal_mul]
  have hR : energy H ψ = E0 + M * s ^ 2 := by
    rw [energy, hHψ, key]
    linear_combination E0 * hcs
  have hP : pulay H ψ χ = 2 * (M * c * s) := by
    rw [pulay, inner_sub_right, inner_smul_right, Complex.sub_re, Complex.re_ofReal_mul,
      hHψ, key, key]
    ring
  constructor
  · have h : ‖χ‖ ^ 2 = 1 := by
      rw [← re_inner_self, key]
      linear_combination hcs
    nlinarith [norm_nonneg χ]
  · have h : (energy H ψ - E0) * (M - (energy H ψ - E0)) = (M * c * s) ^ 2 := by
      rw [hR]
      linear_combination (-(M ^ 2 * s ^ 2)) * hcs
    rw [hP, h, Real.sqrt_sq (by positivity)]
```

## Differentiable motion of the Hamiltonian and the state

To identify `pulay` with the omitted part of a derivative, assume that $H(t)$ and $\psi(t)$ have derivatives $H'$ and $\chi$ at the geometry considered. For $H$ this means differentiability in operator norm. Physically, a small displacement changes both smoothly. Where a basis function is abruptly added or removed, the state may jump, and there is then no $\chi$ to insert.

Write $N=\mathrm{Re}\langle\psi,H\psi\rangle$ and $D=\|\psi\|^2$. The product rule and symmetry give

$$N'=\mathrm{Re}\langle\psi,H'\psi\rangle+2\,\mathrm{Re}\langle\chi,H\psi\rangle,\qquad D'=2\,\mathrm{Re}\langle\chi,\psi\rangle .$$

At $D=1$ the quotient rule gives

$$(N/D)'=N'-RD'=\mathrm{Re}\langle\psi,H'\psi\rangle+2\,\mathrm{Re}\langle\chi,(H-R)\psi\rangle .$$

The derivatives are `hnum` and `hden`, and `e1` is the use of symmetry. Normalisation is required only at the point `t`, since the quotient accounts for a changing norm.

```lean
/-- The derivative of the Rayleigh quotient along a moving Hamiltonian and a moving state is the
Hellmann-Feynman term plus the Pulay term, at a point where the Hamiltonian is symmetric and the
state has norm one. -/
theorem hasDerivAt_rayleigh {H : ℝ → V →L[ℂ] V} {H' : V →L[ℂ] V} {ψ : ℝ → V} {χ : V}
    {t : ℝ} (hH : HasDerivAt H H' t) (hψ : HasDerivAt ψ χ t)
    (hsym : (H t : V →ₗ[ℂ] V).IsSymmetric) (hn : ‖ψ t‖ = 1) :
    HasDerivAt (fun r => energy (H r) (ψ r) / ‖ψ r‖ ^ 2)
      (energy H' (ψ t) + pulay (H t) (ψ t) χ) t := by
  have hHψ : HasDerivAt (fun r => H r (ψ r)) (H' (ψ t) + H t χ) t :=
    ((ContinuousLinearMap.restrictScalarsL ℂ V V ℝ ℝ).hasFDerivAt.comp_hasDerivAt
      t hH).clm_apply hψ
  have hnum : HasDerivAt (fun r => energy (H r) (ψ r))
      (inner ℂ (ψ t) (H' (ψ t) + H t χ) + inner ℂ χ (H t (ψ t))).re t :=
    Complex.reCLM.hasFDerivAt.comp_hasDerivAt t (hψ.inner ℂ hHψ)
  have hden : HasDerivAt (fun r => ‖ψ r‖ ^ 2)
      (inner ℂ (ψ t) χ + inner ℂ χ (ψ t)).re t := by
    simp only [← re_inner_self]
    exact Complex.reCLM.hasFDerivAt.comp_hasDerivAt t (hψ.inner ℂ hψ)
  -- symmetry of `H` merges the two contributions of the moving state
  have e1 : (inner ℂ (ψ t) (H t χ)).re = (inner ℂ χ (H t (ψ t))).re := by
    have h : inner ℂ (H t (ψ t)) χ = inner ℂ (ψ t) (H t χ) := hsym (ψ t) χ
    rw [← h]
    exact inner_re_symm (𝕜 := ℂ) _ _
  have e2 : (inner ℂ (ψ t) χ).re = (inner ℂ χ (ψ t)).re := inner_re_symm (𝕜 := ℂ) _ _
  refine (hnum.fun_div hden (by rw [hn]; norm_num)).congr_deriv ?_
  simp only [pulay, energy, inner_add_right, inner_sub_right, inner_smul_right,
    Complex.add_re, Complex.sub_re, Complex.re_ofReal_mul, e1, e2, hn]
  ring
```

Subtracting the Hellmann-Feynman term leaves `pulay`, to which `abs_pulay_le` applies. Here `χ` is the full derivative of the state, including any change of the coefficients.

```lean
/-- The Hellmann-Feynman term differs from the full energy derivative by at most
`2 ‖χ‖ √(M (R - E0))`. -/
theorem hellmannFeynman_error {H : ℝ → V →L[ℂ] V} {H' : V →L[ℂ] V} {ψ : ℝ → V} {χ : V}
    {t E0 M : ℝ} (hH : HasDerivAt H H' t) (hψ : HasDerivAt ψ χ t)
    (hsym : (H t : V →ₗ[ℂ] V).IsSymmetric) (hn : ‖ψ t‖ = 1)
    (hpos : ∀ x, E0 * ‖x‖ ^ 2 ≤ energy (H t) x)
    (hM : ‖H t - (E0 : ℂ) • (1 : V →L[ℂ] V)‖ ≤ M) :
    |deriv (fun r => energy (H r) (ψ r) / ‖ψ r‖ ^ 2) t - energy H' (ψ t)|
      ≤ 2 * ‖χ‖ * √(M * (energy (H t) (ψ t) - E0)) := by
  rw [(hasDerivAt_rayleigh hH hψ hsym hn).deriv, add_sub_cancel_left]
  exact abs_pulay_le (H t) hsym hpos hM hn χ

end

end PulayEnergyError
```

```lean
#print axioms PulayEnergyError.abs_pulay_le
-- 'PulayEnergyError.abs_pulay_le' depends on axioms: [propext, Classical.choice, Quot.sound]
#print axioms PulayEnergyError.pulay_two_level
-- 'PulayEnergyError.pulay_two_level' depends on axioms: [propext, Classical.choice, Quot.sound]
#print axioms PulayEnergyError.hellmannFeynman_error
-- 'PulayEnergyError.hellmannFeynman_error' depends on axioms: [propext, Classical.choice, Quot.sound]
```
